# Moments of a vibronic band through third order, and the sign of the double-commutator correction for a lowest initial level

## Transition energies, weights and operators

A molecule in a vibrational state ψ of one electronic state absorbs light and reaches the vibrational states b_i of another. G is the initial-state Hamiltonian, W the difference between final and initial potentials, and G + W the final-state Hamiltonian, with eigenvalues ε_i. The initial state is stationary with energy E0, that is, Gψ = E0ψ. For a constant transition dipole, with its square and the frequency prefactor divided out, the band has the moments

M_k = Σ_i (ε_i − E0)^k |⟨b_i,ψ⟩|².

The reflection principle, in the form that uses vertical energy gaps, estimates the band from the distribution of W in the initial state, whose moments are ⟨W^k⟩. In the finite-dimensional model treated here, that estimate is exact for k = 1 and 2, while M_3 contains an additional commutator term. W need not be small.

The vector space `E` is complex, and its inner product is conjugate-linear in the first argument.

```lean
import Mathlib

open scoped InnerProductSpace

namespace BandMoments

noncomputable section

variable {E : Type*} [NormedAddCommGroup E] [InnerProductSpace ℂ E]
variable {ι : Type*} [Fintype ι]
```

`expect` is ⟨ψ,Aψ⟩, without division by ‖ψ‖².

```lean
/-- The expectation value of the operator `A` in the state `ψ`. -/
def expect (ψ : E) (A : Module.End ℂ E) : ℂ := ⟪ψ, A ψ⟫_ℂ

/-- The commutator of two operators. -/
def comm (A B : Module.End ℂ E) : Module.End ℂ E := A * B - B * A
```

Below, S stands for `shift (G + W) E0`, that is, G + W − E0.

```lean
/-- The Hamiltonian `H` with its energy zero moved to `E0`. -/
def shift (H : Module.End ℂ E) (E0 : ℝ) : Module.End ℂ E := H - (E0 : ℂ) • 1
```

`bandMoment` is M_k, a real number.

```lean
/-- The `k`-th moment of the band: powers of the transition energies `ε i - E0`, weighted by
the squared overlaps of the initial state `ψ` with the final states `b i`. -/
def bandMoment (b : OrthonormalBasis ι ℂ E) (ε : ι → ℝ) (E0 : ℝ) (ψ : E) (k : ℕ) : ℝ :=
  ∑ i, (ε i - E0) ^ k * ‖⟪b i, ψ⟫_ℂ‖ ^ 2
```

The name `correction` includes the factor one half: it is ⟨[W,[G,W]]⟩/2.

```lean
/-- Half the expectation value of the double commutator `[W, [G, W]]`. -/
def correction (G W : Module.End ℂ E) (ψ : E) : ℂ := expect ψ (comm W (comm G W)) / 2
```

## Hermitian G and W, and a complete set of final states

Hermiticity, `IsSymmetric` in Lean, means real energies and no loss of probability. By hand it lets an operator move from one side of an inner product to the other. The first lemma gives this property to the shifted Hamiltonian.

```lean
variable {G W H : Module.End ℂ E} {b : OrthonormalBasis ι ℂ E} {ε : ι → ℝ} {E0 : ℝ} {ψ : E}

/-- Moving the energy zero of a Hermitian Hamiltonian leaves it Hermitian. -/
theorem shift_symmetric (hH : H.IsSymmetric) (E0 : ℝ) : (shift H E0).IsSymmetric := by
  intro x y
  simp only [shift, LinearMap.sub_apply, LinearMap.smul_apply, Module.End.one_apply,
    inner_sub_left, inner_sub_right, inner_smul_left, inner_smul_right,
    Complex.conj_ofReal, hH x y]
```

The hypothesis `hb` says that the b_i are eigenstates of the final Hamiltonian, and the type `OrthonormalBasis` says that they are complete. Since S is Hermitian,

⟨b_i,Sx⟩ = ⟨Sb_i,x⟩ = (ε_i − E0)⟨b_i,x⟩

for every x. Repeating this k times gives

⟨b_i,S^kψ⟩ = (ε_i − E0)^k ⟨b_i,ψ⟩.

In the proof, `step` is the first line and the induction on `k` is the repetition.

```lean
/-- For a Hermitian `H` with eigenbasis `b`, the component of `(H - E0)^k ψ` along an eigenstate
is that of `ψ` times the `k`-th power of the shifted eigenvalue. -/
theorem inner_shift_pow (hH : H.IsSymmetric) (hb : ∀ i, H (b i) = (ε i : ℂ) • b i)
    (E0 : ℝ) (ψ : E) (k : ℕ) (i : ι) :
    ⟪b i, (shift H E0 ^ k) ψ⟫_ℂ = ((ε i : ℂ) - E0) ^ k * ⟪b i, ψ⟫_ℂ := by
  have step : ∀ x, ⟪b i, shift H E0 x⟫_ℂ = ((ε i : ℂ) - E0) * ⟪b i, x⟫_ℂ := by
    intro x
    simp only [shift, LinearMap.sub_apply, LinearMap.smul_apply, Module.End.one_apply,
      inner_sub_right, inner_smul_right]
    rw [← hH (b i) x, hb, inner_smul_left, Complex.conj_ofReal]
    ring
  induction k with
  | zero => simp
  | succ k ih => rw [pow_succ', Module.End.mul_apply, step, ih]; ring
```

Inserting the complete set then turns the band into an expectation value:

⟨ψ,S^kψ⟩ = Σ_i ⟨ψ,b_i⟩⟨b_i,S^kψ⟩ = M_k.

The lemma `b.sum_inner_mul_inner` is this insertion, and `h` is ⟨ψ,b_i⟩⟨b_i,ψ⟩ = |⟨b_i,ψ⟩|².

```lean
/-- For a Hermitian `H` with orthonormal eigenbasis `b`, the band moments are the expectation values
of the powers of `H - E0` in the initial state. -/
theorem bandMoment_eq (hH : H.IsSymmetric) (hb : ∀ i, H (b i) = (ε i : ℂ) • b i)
    (E0 : ℝ) (ψ : E) (k : ℕ) :
    (bandMoment b ε E0 ψ k : ℂ) = expect ψ (shift H E0 ^ k) := by
  unfold bandMoment expect
  rw [← b.sum_inner_mul_inner ψ ((shift H E0 ^ k) ψ)]
  push_cast
  refine Finset.sum_congr rfl fun i _ => ?_
  have h : ⟪ψ, b i⟫_ℂ * ⟪b i, ψ⟫_ℂ = (‖⟪b i, ψ⟫_ℂ‖ : ℂ) ^ 2 := by
    rw [← inner_conj_symm ψ (b i), Complex.conj_mul']
  rw [inner_shift_pow hH hb]
  linear_combination (-((ε i : ℂ) - E0) ^ k) * h
```

If final states that overlap ψ are left out of the sum, M_0 falls below ‖ψ‖². As for Hermiticity, an orthonormal eigenbasis with real ε_i already makes G + W Hermitian, so G is Hermitian exactly when W is. If neither is, the second moment can fail. Take orthonormal e_0, e_1 with Ge_0 = 0, Ge_1 = e_0, We_0 = e_1, We_1 = 0, and ψ = e_0. Then G + W exchanges the two vectors, so M_2 = 1, but W² = 0.

## A stationary initial state

The equation Gψ = E0ψ, `hψ` in Lean, says that the molecule starts in a single vibrational level. Its effect is

Sψ = (G − E0)ψ + Wψ = Wψ.

Moving one factor S to the left gives

M_1 = ⟨ψ,Sψ⟩ = ⟨W⟩
M_2 = ⟨Sψ,Sψ⟩ = ⟨Wψ,Wψ⟩ = ⟨W²⟩
M_3 = ⟨Sψ,S(Sψ)⟩ = ⟨Wψ,S(Wψ)⟩ = ⟨Wψ,(G − E0)Wψ⟩ + ⟨W³⟩.

S acts as W on ψ, but in general not on Wψ. Anyone who replaces S²ψ by W²ψ still finds the right M_2, so the error first shows in M_3, which loses its first term.

That term is the commutator correction. Expanding,

[W,[G,W]] = 2WGW − W²G − GW².

In the state ψ, each of the last two products contributes −E0⟨W²⟩, so

⟨[W,[G,W]]⟩/2 = ⟨Wψ,GWψ⟩ − E0⟨Wψ,Wψ⟩ = ⟨Wψ,(G − E0)Wψ⟩.

In the proof, `h1` and `h2` move W to the left, `h3` lets G act on ψ from the left, and `linear_combination` adds the pieces.

```lean
/-- For Hermitian `G`, `W` and `G ψ = E0 ψ`, half the expectation value of `[W, [G, W]]` in `ψ` is
the inner product of `W ψ` with `(G - E0) (W ψ)`. -/
theorem correction_eq (hG : G.IsSymmetric) (hW : W.IsSymmetric) (hψ : G ψ = (E0 : ℂ) • ψ) :
    correction G W ψ = ⟪W ψ, shift G E0 (W ψ)⟫_ℂ := by
  have h1 : ⟪ψ, W (G (W ψ))⟫_ℂ = ⟪W ψ, G (W ψ)⟫_ℂ := (hW _ _).symm
  have h2 : ⟪ψ, W (W ψ)⟫_ℂ = ⟪W ψ, W ψ⟫_ℂ := (hW _ _).symm
  have h3 : ⟪ψ, G (W (W ψ))⟫_ℂ = E0 * ⟪ψ, W (W ψ)⟫_ℂ := by
    rw [← hG ψ (W (W ψ)), hψ, inner_smul_left, Complex.conj_ofReal]
  simp only [correction, expect, comm, shift, LinearMap.sub_apply, LinearMap.smul_apply,
    Module.End.one_apply, Module.End.mul_apply, map_sub, hψ, map_smul, inner_sub_right,
    inner_smul_right]
  linear_combination h1 - h3 / 2 - (E0 : ℂ) * h2
```

The main theorem collects the four moments. Its `hS` is Sψ = Wψ, and `hd` splits S into G − E0 and W for the third moment.

```lean
/-- Let `G`, `W` be Hermitian, `G ψ = E0 ψ` with unit `ψ`, and `b` an orthonormal eigenbasis of
`G + W`. The band has total weight one, its first two moments are those of `W` alone, and its third
moment is that of `W` plus half the expectation value of `[W, [G, W]]`. -/
theorem band_moments (hG : G.IsSymmetric) (hW : W.IsSymmetric)
    (hb : ∀ i, (G + W) (b i) = (ε i : ℂ) • b i) (hψ : G ψ = (E0 : ℂ) • ψ) (hn : ‖ψ‖ = 1) :
    bandMoment b ε E0 ψ 0 = 1 ∧
    (bandMoment b ε E0 ψ 1 : ℂ) = expect ψ W ∧
    (bandMoment b ε E0 ψ 2 : ℂ) = expect ψ (W ^ 2) ∧
    (bandMoment b ε E0 ψ 3 : ℂ) = expect ψ (W ^ 3) + correction G W ψ := by
  have hH : (G + W).IsSymmetric := hG.add hW
  have hs := shift_symmetric hH E0
  -- on the initial state the shifted final Hamiltonian acts as `W`
  have hS : shift (G + W) E0 ψ = W ψ := by
    simp [shift, hψ]
  have hd : ∀ x, shift (G + W) E0 x = shift G E0 x + W x := by
    intro x
    simp only [shift, LinearMap.sub_apply, LinearMap.add_apply]
    abel
  refine ⟨?_, ?_, ?_, ?_⟩
  · have h := bandMoment_eq hH hb E0 ψ 0
    have h1 : expect ψ (shift (G + W) E0 ^ 0) = 1 := by
      simp [expect, inner_self_eq_norm_sq_to_K, hn]
    rw [h1] at h
    exact_mod_cast h
  · rw [bandMoment_eq hH hb, pow_one, expect, hS, expect]
  · rw [bandMoment_eq hH hb]
    simp only [expect, pow_two, Module.End.mul_apply, hS]
    rw [← hs ψ (W ψ), hS, hW ψ (W ψ)]
  · rw [bandMoment_eq hH hb, correction_eq hG hW hψ]
    simp only [expect, pow_three, Module.End.mul_apply, hS]
    rw [← hs ψ _, hS, hd, inner_add_right, hW ψ (W (W ψ))]
    ring
```

Without the eigenvalue equation the result already fails for W = 0: then M_2 = ‖(G − E0)ψ‖², which is positive, whereas ⟨W²⟩ = 0.

## Unit norm

The condition ‖ψ‖ = 1, `hn` in Lean, fixes the total probability. By hand and in the proof it serves only M_0 = ⟨ψ,ψ⟩ = 1. For other vectors M_0 is ‖ψ‖², and the other three equations keep their form because both sides scale alike. The normalised moments of a nonzero ψ are M_k/‖ψ‖².

## No level of G below E0

The hypothesis `hlow` describes absorption by a cold molecule: for nonzero ψ, E0 is the lowest eigenvalue of G. Let c_i be an orthonormal eigenbasis of G with eigenvalues l_i. Expanding Wψ in it,

⟨Wψ,(G − E0)Wψ⟩ = Σ_i (l_i − E0)|⟨c_i,Wψ⟩|² ≥ 0.

If the sum is zero, every term is zero, so for each i either l_i = E0 or ⟨c_i,Wψ⟩ = 0. Either way (l_i − E0)⟨c_i,Wψ⟩ = 0. These are the components of (G − E0)Wψ, which therefore vanishes. Conversely, if GWψ = E0Wψ, the correction is zero at once.

The Lean proof obtains the sum in `key` by applying `bandMoment_eq` to G and the vector Wψ with k = 1. It then uses `hpos` for the sign, and `hi` and `hy` for the vanishing components. The inequality is stated for the real part because `correction` has complex type; `key` shows that its value is real.

```lean
/-- In finite dimension, for Hermitian `G`, `W` and `G ψ = E0 ψ`, with no eigenvalue of `G` below
`E0`, the correction to the third moment is nonnegative, and it vanishes exactly when
`G (W ψ) = E0 (W ψ)`. -/
theorem correction_nonneg [FiniteDimensional ℂ E] (hG : G.IsSymmetric) (hW : W.IsSymmetric)
    (hψ : G ψ = (E0 : ℂ) • ψ)
    (hlow : ∀ μ : ℝ, Module.End.HasEigenvalue G (μ : ℂ) → E0 ≤ μ) :
    0 ≤ (correction G W ψ).re ∧
    (correction G W ψ = 0 ↔ G (W ψ) = (E0 : ℂ) • W ψ) := by
  let c := hG.eigenvectorBasis rfl
  let l := hG.eigenvalues rfl
  have hc : ∀ i, G (c i) = (l i : ℂ) • c i := fun i => hG.apply_eigenvectorBasis rfl i
  have hl : ∀ i, E0 ≤ l i := fun i => hlow _ (hG.hasEigenvalue_eigenvalues rfl i)
  -- the correction is a sum of nonnegative terms over the eigenstates of `G`
  have key : correction G W ψ = (bandMoment c l E0 (W ψ) 1 : ℂ) := by
    rw [correction_eq hG hW hψ, bandMoment_eq hG hc, pow_one, expect]
  have hpos : ∀ i ∈ Finset.univ, 0 ≤ (l i - E0) ^ 1 * ‖⟪c i, W ψ⟫_ℂ‖ ^ 2 := fun i _ =>
    mul_nonneg (pow_nonneg (sub_nonneg.2 (hl i)) 1) (sq_nonneg _)
  refine ⟨?_, ?_, ?_⟩
  · rw [key, Complex.ofReal_re]
    exact Finset.sum_nonneg hpos
  · intro h
    rw [key, Complex.ofReal_eq_zero] at h
    have hz := (Finset.sum_eq_zero_iff_of_nonneg hpos).1 h
    have hi : ∀ i, ⟪c i, shift G E0 (W ψ)⟫_ℂ = 0 := by
      intro i
      have e := inner_shift_pow hG hc E0 (W ψ) 1 i
      rw [pow_one, pow_one] at e
      rw [e]
      rcases mul_eq_zero.1 (hz i (Finset.mem_univ i)) with h0 | h0
      · rw [pow_one] at h0
        have h1 : (l i : ℂ) - E0 = 0 := by exact_mod_cast h0
        rw [h1, zero_mul]
      · rw [norm_eq_zero.1 (pow_eq_zero_iff two_ne_zero |>.1 h0), mul_zero]
    have hy : shift G E0 (W ψ) = 0 := by
      rw [← inner_self_eq_zero (𝕜 := ℂ), ← c.sum_inner_mul_inner]
      exact Finset.sum_eq_zero fun i _ => by rw [hi i, mul_zero]
    exact sub_eq_zero.1 hy
  · intro h
    have hy : shift G E0 (W ψ) = 0 := sub_eq_zero.2 h
    rw [correction_eq hG hW hψ, hy, inner_zero_right]
```

With both theorems, M_3 ≥ ⟨W³⟩ for a lowest level. A simulation that samples vertical energy gaps from |ψ|² thus has the right mean and second moment, and a third moment that is never too high, within a finite-dimensional model with constant transition dipole. Unbounded kinetic energy, a dissociation continuum and a transition dipole that varies with the geometry are not treated here.

Without `hlow` the equality condition can fail as well as the sign. Let G have levels −1, 0 and 1, let ψ be the middle one, and let Wψ be the sum of the two outer eigenvectors. The correction is −1 + 1 = 0, although GWψ ≠ 0. Such failures concern general Hermitian matrices. For one coordinate x of mass m, with kinetic energy p²/(2m) in G and W a smooth function of x, the correction is formally ħ²⟨(dW/dx)²⟩/(2m), which is nonnegative in every level.

## Two levels with gap g and coupling w

The smallest model with a nonzero correction has levels 0 and g.

```lean
/-- A two-level Hamiltonian with energies `0` and `g`. -/
def levelG (g : ℝ) : Module.End ℂ (EuclideanSpace ℂ (Fin 2)) where
  toFun x := !₂[0, (g : ℂ) * x 1]
  map_add' x y := by ext i; fin_cases i <;> simp [mul_add]
  map_smul' a x := by ext i; fin_cases i <;> simp [mul_left_comm]
```

The operator W exchanges them with strength w.

```lean
/-- A coupling of strength `w` between the two levels. -/
def levelW (w : ℝ) : Module.End ℂ (EuclideanSpace ℂ (Fin 2)) where
  toFun x := !₂[(w : ℂ) * x 1, (w : ℂ) * x 0]
  map_add' x y := by ext i; fin_cases i <;> simp [mul_add]
  map_smul' a x := by ext i; fin_cases i <;> simp [mul_left_comm]
```

Starting from ψ = (1, 0) with E0 = 0, one has Wψ = (0, w) and GWψ = (0, gw), so the correction is gw². The theorem confirms this for all real g and w, together with the conditions on G, W and ψ; the condition on the lowest level is shown for g ≥ 0. The eigenbasis of G + W is not part of the statement, but a Hermitian operator in finite dimension always has one. For g < 0 and w ≠ 0 the correction is negative.

```lean
/-- The two-level model, started in its level of energy `0`, has correction `g w²`. It meets the
hypotheses on `G`, `W` and `ψ`, including that of a lowest level when `g ≥ 0`. -/
theorem twoLevel_witness (g w : ℝ) :
    (levelG g).IsSymmetric ∧ (levelW w).IsSymmetric ∧
    levelG g !₂[1, 0] = ((0 : ℝ) : ℂ) • !₂[1, 0] ∧
    ‖(!₂[1, 0] : EuclideanSpace ℂ (Fin 2))‖ = 1 ∧
    (0 ≤ g → ∀ μ : ℝ, Module.End.HasEigenvalue (levelG g) (μ : ℂ) → 0 ≤ μ) ∧
    correction (levelG g) (levelW w) !₂[1, 0] = g * w ^ 2 := by
  have hG : (levelG g).IsSymmetric := by
    intro x y
    simp [levelG, PiLp.inner_apply, Fin.sum_univ_two]
    ring
  have hW : (levelW w).IsSymmetric := by
    intro x y
    simp [levelW, PiLp.inner_apply, Fin.sum_univ_two]
    ring
  have hψ : levelG g !₂[1, 0] = ((0 : ℝ) : ℂ) • !₂[1, 0] := by
    ext i; fin_cases i <;> simp [levelG]
  refine ⟨hG, hW, hψ, ?_, ?_, ?_⟩
  · simp [EuclideanSpace.norm_eq, Fin.sum_univ_two]
  · intro hg μ hμ
    obtain ⟨v, hv⟩ := hμ.exists_hasEigenvector
    have e := hv.apply_eq_smul
    by_contra hneg
    have hneg' : μ < 0 := lt_of_not_ge hneg
    have h0 : (0 : ℂ) = μ * v 0 := congrArg (fun u => u.ofLp 0) e
    have h1 : (g : ℂ) * v 1 = μ * v 1 := congrArg (fun u => u.ofLp 1) e
    -- a negative eigenvalue would force both components to vanish
    have v0 : v 0 = 0 := (mul_eq_zero.1 h0.symm).resolve_left (by exact_mod_cast hneg'.ne)
    have hgm : (g : ℂ) - μ ≠ 0 :=
      sub_ne_zero.2 (by exact_mod_cast (lt_of_lt_of_le hneg' hg).ne')
    have v1 : v 1 = 0 :=
      (mul_eq_zero.1 (by linear_combination h1 : ((g : ℂ) - μ) * v 1 = 0)).resolve_left hgm
    apply hv.2
    ext i
    fin_cases i
    · simpa using v0
    · simpa using v1
  · rw [correction_eq hG hW hψ]
    simp [shift, levelG, levelW, PiLp.inner_apply, Fin.sum_univ_two]
    ring

end

end BandMoments
```

For g = 3 and w = 2, in any energy unit, G + W has eigenvalues 4 and −1, with normalised eigenvectors (1, 2)/√5 and (2, −1)/√5. Their weights in ψ are 1/5 and 4/5, so

M_0 = 1/5 + 4/5 = 1
M_1 = 4/5 − 4/5 = 0
M_2 = 16/5 + 4/5 = 4
M_3 = 64/5 − 4/5 = 12.

Here ⟨W⟩ = 0, ⟨W²⟩ = 4 and ⟨W³⟩ = 0, so the whole third moment is the correction, gw² = 12.

```lean
#print axioms BandMoments.band_moments
-- 'BandMoments.band_moments' depends on axioms: [propext, Classical.choice, Quot.sound]
#print axioms BandMoments.correction_nonneg
-- 'BandMoments.correction_nonneg' depends on axioms: [propext, Classical.choice, Quot.sound]
```
